# A lower bound on the error of polynomial Fermi operators on a half-filled hopping ring of 4m+2 sites

In one form of Fermi-operator expansion, a matrix polynomial $p(H)$ of fixed degree is used as a substitute for the zero-temperature density matrix. Too low a degree leaves an error that no choice of coefficients removes. The problems below bound this error from below for non-interacting fermions on a uniform ring of $L=4m+2\ge 6$ sites, when the degree is below an odd number $r\le L/2$.

## Hopping on a ring at half filling

Sites are elements of `ZMod L`, the integers modulo $L$, so site $L-1$ is a neighbour of site $0$. The matrix $A$ has entry one between nearest neighbours, and $H=-A$. The hopping amplitude is thus the unit of energy, and all on-site energies are zero. This is also the Hückel model of a ring with equal bonds.

In Lean 4 with Mathlib:

```lean
import Mathlib

open Matrix
open scoped Real

namespace FermiOperatorRing

noncomputable section

/-- Adjacency matrix of a ring of `L ≥ 2` sites: entry one between nearest neighbours, zero
otherwise. -/
def ringAdjacency (L : ℕ) : Matrix (ZMod L) (ZMod L) ℝ :=
  fun i j => if j = i + 1 ∨ j = i - 1 then 1 else 0

/-- The hopping Hamiltonian `H = -A` of the ring. -/
def ringHamiltonian (L : ℕ) : Matrix (ZMod L) (ZMod L) ℝ := -ringAdjacency L
```

`IsEnergy L e` says that the real number $e$ has a nonzero real eigenvector of $H$. The occupation $\theta(e)$, counted per spin state, is one for $e<0$ and zero otherwise, which places the chemical potential at the band centre. Its value at $e=0$ plays no part in the bounds, because the eigenvalues at which they are shown to hold are nonzero.

```lean
/-- `e` is an eigenvalue of the ring Hamiltonian, with a nonzero real eigenvector. -/
def IsEnergy (L : ℕ) [NeZero L] (e : ℝ) : Prop :=
  ∃ v : ZMod L → ℝ, v ≠ 0 ∧ ringHamiltonian L *ᵥ v = e • v

/-- Zero-temperature occupation with the chemical potential at zero:
one for negative energy, zero otherwise. -/
def occupation (e : ℝ) : ℝ := if e < 0 then 1 else 0
```

For an integer $n$, write $q_n=2\pi n/L$ (`momentum L n`) and $E_n=-2\cos q_n$ (`bandEnergy L n`).

```lean
/-- The crystal momentum `2πn/L` on a ring of `L ≠ 0` sites. -/
def momentum (L : ℕ) (n : ℤ) : ℝ := 2 * π * n / L

/-- The band energy `-2 cos q` at momentum `q = 2πn/L`, for `L ≠ 0`. -/
def bandEnergy (L : ℕ) (n : ℤ) : ℝ := -2 * Real.cos (momentum L n)
```

## (a) Standing waves are eigenvectors

For $L\ge 3$ and every integer $n$, find a nonzero real vector $v$ with
$$Hv=E_n v .$$

**Solution.** Take $v_j=\cos(q_n j)$. Since $q_nL=2\pi n$, moving $j$ once around the ring leaves $v_j$ unchanged. Each site has two distinct neighbours, so
$$(Hv)_j=-\cos(q_n(j+1))-\cos(q_n(j-1))=-2\cos q_n\,\cos(q_n j).$$
Also $v_0=1$, so $v\neq0$. The normalised wave is $\sqrt{2/L}\,v$, or $\sqrt{1/L}\,v$ when $L$ divides $2n$.

In the code, `per` is the periodicity, `hne` says that the two neighbours differ, and `hsum` is the action of $H$. On two sites the neighbours coincide, and the eigenvalues are $\pm1$ instead of $\pm2$.

```lean
/-- On a ring of at least three sites every band energy is an eigenvalue of the Hamiltonian. -/
theorem bandEnergy_isEnergy (L : ℕ) [NeZero L] (hL : 3 ≤ L) (n : ℤ) :
    IsEnergy L (bandEnergy L n) := by
  have hq : momentum L n * L = 2 * π * n :=
    div_mul_cancel₀ _ (by exact_mod_cast NeZero.ne L)
  -- the standing wave is periodic around the ring
  have per : ∀ (z : ℤ) (j : ZMod L), (z : ZMod L) = j →
      Real.cos (momentum L n * (j.val : ℝ)) = Real.cos (momentum L n * (z : ℝ)) := by
    intro z j h
    subst h
    obtain ⟨w, hw⟩ : ∃ w : ℤ, z = ((z : ZMod L).val : ℤ) + L * w :=
      ⟨z / L, by rw [ZMod.val_intCast, Int.emod_def]; ring⟩
    generalize (z : ZMod L).val = a at hw ⊢
    have h1 : momentum L n * (z : ℝ)
        = momentum L n * (a : ℝ) + ((n * w : ℤ) : ℝ) * (2 * π) := by
      rw [hw]
      push_cast
      linear_combination (w : ℝ) * hq
    rw [h1, Real.cos_add_int_mul_two_pi]
  refine ⟨fun j => Real.cos (momentum L n * (j.val : ℝ)), ?_, ?_⟩
  · intro h
    have h0 := congrFun h 0
    simp at h0
  · ext i
    have hne : i + 1 ≠ i - 1 := by
      intro h
      have h2 : ((2 : ℕ) : ZMod L) = 0 := by
        push_cast
        linear_combination h
      have h3 := Nat.le_of_dvd two_pos ((CharP.cast_eq_zero_iff (ZMod L) L 2).1 h2)
      omega
    -- the Hamiltonian adds the amplitudes of the two neighbours
    have hsum : ∀ v : ZMod L → ℝ,
        (ringHamiltonian L *ᵥ v) i = -(v (i + 1) + v (i - 1)) := by
      intro v
      have hs : ∀ j, ringAdjacency L i j * v j
          = (if j = i + 1 then v j else 0) + (if j = i - 1 then v j else 0) := by
        intro j
        by_cases h1 : j = i + 1
        · simp [ringAdjacency, h1, hne]
        · simp [ringAdjacency, h1]
      rw [ringHamiltonian, Matrix.neg_mulVec, Pi.neg_apply]
      simp only [Matrix.mulVec, dotProduct, hs, Finset.sum_add_distrib,
        Finset.sum_ite_eq', Finset.mem_univ, if_true]
    have hi : ((i.val : ℤ) : ZMod L) = i := by
      rw [Int.cast_natCast, ZMod.natCast_zmod_val]
    have hp := per ((i.val : ℤ) + 1) (i + 1) (by rw [Int.cast_add, hi, Int.cast_one])
    have hm := per ((i.val : ℤ) - 1) (i - 1) (by rw [Int.cast_sub, hi, Int.cast_one])
    rw [hsum]
    simp only [Pi.smul_apply, smul_eq_mul]
    rw [hp, hm, Int.cast_add, Int.cast_sub, Int.cast_one, Int.cast_natCast, mul_add,
      mul_sub, mul_one, Real.cos_add, Real.cos_sub, bandEnergy]
    ring
```

## (b) A positive sine

For integers $0<r<L$, show that
$$\sin(\pi r/L)>0 .$$

**Solution.** The argument lies strictly between $0$ and $\pi$.

```lean
/-- The sine of `πr/L` is positive for `0 < r < L`. -/
theorem sin_distance_pos {L r : ℕ} (hr : 0 < r) (hrL : r < L) :
    0 < Real.sin (π * r / L) := by
  have hr' : (0 : ℝ) < r := by exact_mod_cast hr
  have hL : (0 : ℝ) < L := by exact_mod_cast hr.trans hrL
  apply Real.sin_pos_of_pos_of_lt_pi (by positivity)
  rw [div_lt_iff₀ hL]
  exact mul_lt_mul_of_pos_left (by exact_mod_cast hrL) Real.pi_pos
```

## (c) Summing over consecutive momenta

Let $a=2\pi s/L$ for a natural number $s$. Show that
$$2\sin\frac{\pi s}{L}\sum_{k=0}^{N-1}\cos(s\,q_{k-m})=\sin\big((N-m-\tfrac12)a\big)+\sin\big((m+\tfrac12)a\big).$$

**Solution.** Here $s\,q_{k-m}=(k-m)a$ and $\pi s/L=a/2$. Each term is a difference,
$$2\sin\tfrac a2\cos((k-m)a)=\sin\big((k-m+\tfrac12)a\big)-\sin\big((k-m-\tfrac12)a\big),$$
and the sum telescopes. The lower end contributes $-\sin((-m-\tfrac12)a)=\sin((m+\tfrac12)a)$. The code carries out the telescoping as an induction on $N$.

```lean
/-- Closed form of `2 sin (πs/L)` times the sum of `cos (s q)` over `N` consecutive momenta,
starting at `-2πm/L`. -/
theorem momentum_sum (L m s N : ℕ) :
    2 * Real.sin (π * s / L) *
        ∑ k ∈ Finset.range N, Real.cos (s * momentum L ((k : ℤ) - m))
      = Real.sin ((N - m - 1 / 2) * (2 * π * s / L))
        + Real.sin ((m + 1 / 2) * (2 * π * s / L)) := by
  have phase : ∀ k : ℕ, (s : ℝ) * momentum L ((k : ℤ) - m)
      = ((k : ℝ) - m) * (2 * π * s / L) := by
    intro k
    unfold momentum
    push_cast
    ring
  have ha : π * s / L = (2 * π * s / L) / 2 := by ring
  simp only [phase]
  rw [ha]
  generalize 2 * π * (s : ℝ) / L = a
  induction N with
  | zero =>
    have h : (((0 : ℕ) : ℝ) - m - 1 / 2) * a = -((m + 1 / 2) * a) := by
      push_cast
      ring
    rw [h, Real.sin_neg, Finset.sum_range_zero]
    ring
  | succ N ih =>
    -- each term is a difference of two sines
    have h1 : (((N + 1 : ℕ) : ℝ) - m - 1 / 2) * a = ((N : ℝ) - m) * a + a / 2 := by
      push_cast
      ring
    have h2 : ((N : ℝ) - m - 1 / 2) * a = ((N : ℝ) - m) * a - a / 2 := by ring
    rw [Finset.sum_range_succ, mul_add, ih, h1, h2, Real.sin_add, Real.sin_sub]
    ring
```

## (d) Low powers of the energy miss high Fourier components

For $n<s$ and $n+s<L$, show that
$$\sum_{k=0}^{L-1}E_{k-m}^{\,n}\cos(s\,q_{k-m})=0 .$$

**Solution.** Use induction on $n$, for all $s$ at once. For $n=0$, put $N=L$ in (c). The first argument is $2\pi s-(m+\tfrac12)a$, so the two sines cancel, and by (b) the prefactor is nonzero.

For the step from $n$ to $n+1$, use
$$E_{k-m}\cos(s\,q_{k-m})=-\cos((s+1)q_{k-m})-\cos((s-1)q_{k-m}).$$
The sum for $n+1$ at $s$ is minus the sums for $n$ at $s+1$ and $s-1$. Both vanish, because $n+1<s$ and $n+1+s<L$ give the conditions they need. The code writes $s=t+1$ and applies the induction hypothesis at `t + 2` and `t`.

```lean
/-- For `n < s` and `n + s < L`, the `n`-th power of the band energy has no Fourier component
at distance `s`. -/
theorem energy_power_sum (L m n s : ℕ) (hns : n < s) (hsL : n + s < L) :
    ∑ k ∈ Finset.range L, bandEnergy L ((k : ℤ) - m) ^ n *
      Real.cos (s * momentum L ((k : ℤ) - m)) = 0 := by
  induction n generalizing s with
  | zero =>
    have hL : (0 : ℝ) < L := by exact_mod_cast (by omega : 0 < L)
    have hpos := sin_distance_pos hns (by omega : s < L)
    have h := momentum_sum L m s L
    have harg : ((L : ℝ) - m - 1 / 2) * (2 * π * s / L)
        = s * (2 * π) - (m + 1 / 2) * (2 * π * s / L) := by
      field_simp
      ring
    rw [harg, Real.sin_nat_mul_two_pi_sub, neg_add_cancel] at h
    simp only [pow_zero, one_mul]
    exact (mul_eq_zero.1 h).resolve_left (by positivity)
  | succ n ih =>
    obtain ⟨t, rfl⟩ : ∃ t, s = t + 1 := ⟨s - 1, by omega⟩
    -- one more power of the energy shifts the distance by one either way
    have h := congrArg₂ (· + ·) (ih (t + 2) (by omega) (by omega))
      (ih t (by omega) (by omega))
    simp only [← Finset.sum_add_distrib, add_zero] at h
    rw [← neg_eq_zero, ← Finset.sum_neg_distrib]
    refine (Finset.sum_congr rfl fun k _ => ?_).trans h
    rw [pow_succ]
    generalize bandEnergy L ((k : ℤ) - m) ^ n = E
    unfold bandEnergy
    generalize momentum L ((k : ℤ) - m) = q
    have h1 : ((t + 2 : ℕ) : ℝ) * q = ((t + 1 : ℕ) : ℝ) * q + q := by push_cast; ring
    have h2 : (t : ℝ) * q = ((t + 1 : ℕ) : ℝ) * q - q := by push_cast; ring
    rw [h1, h2, Real.cos_add, Real.cos_sub]
    ring
```

## (e) Which momenta are occupied

For $L=4m+2$, show that
$$E_{k-m}<0\ \ (0\le k\le 2m),\qquad E_{k-m}>0\ \ (2m<k<L).$$

**Solution.** In the first range $|k-m|\le m<L/4$, so $|q_{k-m}|<\pi/2$ and the cosine is positive. In the second, $m+1\le k-m\le 3m+1$ lies strictly between $L/4=m+\tfrac12$ and $3L/4=3m+\tfrac32$, so the cosine is negative. Thus $2m+1$ of the $L$ momenta are filled, and none sits at zero energy.

```lean
/-- For `L = 4m+2`, the band energies at momenta `2π(k-m)/L` are negative for `k ≤ 2m`
and positive for `2m < k < L`. -/
theorem bandEnergy_sign (L m k : ℕ) (hL : L = 4 * m + 2) :
    (k ≤ 2 * m → bandEnergy L ((k : ℤ) - m) < 0) ∧
      (2 * m < k → k < L → 0 < bandEnergy L ((k : ℤ) - m)) := by
  have hLR : (L : ℝ) = 4 * m + 2 := by exact_mod_cast hL
  have hpos : (0 : ℝ) < L := by rw [hLR]; positivity
  simp only [bandEnergy, momentum, Int.cast_sub, Int.cast_natCast]
  constructor
  · intro hk
    have hk' : (k : ℝ) ≤ 2 * m := by exact_mod_cast hk
    have hk0 : (0 : ℝ) ≤ k := Nat.cast_nonneg k
    have hc : 0 < Real.cos (2 * π * ((k : ℝ) - m) / L) := by
      apply Real.cos_pos_of_mem_Ioo
      constructor
      · rw [lt_div_iff₀ hpos, hLR]
        nlinarith [mul_pos Real.pi_pos (by linarith : (0 : ℝ) < 2 * k + 1)]
      · rw [div_lt_iff₀ hpos, hLR]
        nlinarith [mul_pos Real.pi_pos (by linarith : (0 : ℝ) < 4 * m + 1 - 2 * k)]
    linarith
  · intro hk hkL
    have hk1 : 2 * (m : ℝ) + 1 ≤ k := by exact_mod_cast hk
    have hk2 : (k : ℝ) ≤ 4 * m + 1 := by exact_mod_cast (by omega : k ≤ 4 * m + 1)
    have hc : Real.cos (2 * π * ((k : ℝ) - m) / L) < 0 := by
      apply Real.cos_neg_of_pi_div_two_lt_of_lt
      · rw [lt_div_iff₀ hpos, hLR]
        nlinarith [mul_pos Real.pi_pos (by linarith : (0 : ℝ) < 2 * k - 4 * m - 1)]
      · rw [div_lt_iff₀ hpos, hLR]
        nlinarith [mul_pos Real.pi_pos (by linarith : (0 : ℝ) < 8 * m + 3 - 2 * k)]
    linarith
```

## (f) The Fourier sum of the occupation

For $L=4m+2$, show that
$$\sin\frac{\pi r}{L}\sum_{k=0}^{L-1}\theta(E_{k-m})\cos(r\,q_{k-m})=\sin\frac{\pi r}{2}.$$

**Solution.** By (e) only $k=0,\dots,2m$ contribute, each with weight one. Apply (c) with $N=2m+1$ and $s=r$. Both arguments on the right equal $(m+\tfrac12)\,2\pi r/L=\pi r/2$, and dividing by two gives the claim.

```lean
/-- For `L = 4m+2`, the Fourier sum of the occupation at distance `r`, multiplied by
`sin (πr/L)`, equals `sin (πr/2)`. -/
theorem occupation_sum (L m r : ℕ) (hL : L = 4 * m + 2) :
    Real.sin (π * r / L) * ∑ k ∈ Finset.range L,
        occupation (bandEnergy L ((k : ℤ) - m)) * Real.cos (r * momentum L ((k : ℤ) - m))
      = Real.sin (π * r / 2) := by
  have hsub : Finset.range (2 * m + 1) ⊆ Finset.range L := by
    intro k hk
    rw [Finset.mem_range] at hk ⊢
    omega
  -- only the first `2m+1` momenta are occupied
  rw [← Finset.sum_subset hsub (fun k hk hk' => by
    rw [Finset.mem_range] at hk hk'
    rw [occupation, if_neg (not_lt_of_ge
      ((bandEnergy_sign L m k hL).2 (by omega) hk).le), zero_mul])]
  have h1 : ∀ k ∈ Finset.range (2 * m + 1),
      occupation (bandEnergy L ((k : ℤ) - m)) * Real.cos (r * momentum L ((k : ℤ) - m))
        = Real.cos (r * momentum L ((k : ℤ) - m)) := by
    intro k hk
    rw [Finset.mem_range] at hk
    rw [occupation, if_pos ((bandEnergy_sign L m k hL).1 (by omega)), one_mul]
  rw [Finset.sum_congr rfl h1]
  have hLR : (L : ℝ) = 4 * m + 2 := by exact_mod_cast hL
  have hne : (4 * (m : ℝ) + 2) ≠ 0 := by positivity
  have h := momentum_sum L m r (2 * m + 1)
  have e1 : ((m : ℝ) + 1 / 2) * (2 * π * r / L) = π * r / 2 := by
    rw [hLR, mul_div_assoc', div_eq_div_iff hne two_ne_zero]
    ring
  have e2 : (((2 * m + 1 : ℕ) : ℝ) - m - 1 / 2) * (2 * π * r / L) = π * r / 2 := by
    rw [← e1]
    push_cast
    ring
  rw [e1, e2] at h
  linarith
```

## (g) The error at some eigenvalue

Let $L=4m+2$ with $m\ge1$, let $r$ be odd with $2r\le L$, and let $p$ be a real polynomial of degree below $r$. Show that some nonzero eigenvalue $e$ of $H$ satisfies
$$|p(e)-\theta(e)|\ \ge\ \frac{1}{L\sin(\pi r/L)} .$$

**Solution.** Every power $n$ in $p$ satisfies $n<r$ and $n+r<2r\le L$. By (d), $\sum_k p(E_{k-m})\cos(r\,q_{k-m})=0$. For odd $r$, $|\sin(\pi r/2)|=1$, so (f) gives
$$\frac1{\sin(\pi r/L)}=\Big|\sum_{k=0}^{L-1}\big(p(E_{k-m})-\theta(E_{k-m})\big)\cos(r\,q_{k-m})\Big|\le\sum_{k=0}^{L-1}\big|p(E_{k-m})-\theta(E_{k-m})\big|\,|\cos(r\,q_{k-m})| .$$
One of the $L$ terms on the right is at least $1/L$ times the left side. Since $|\cos|\le1$, the error at that $k$ reaches the bound. Its energy is an eigenvalue by (a) and nonzero by (e).

The code follows this order: `hp0` is the vanishing sum, `hT` the size of the occupation's sum, `hsum` the triangle inequality, and `Finset.exists_le_of_sum_le` picks the term. The eigenvalue may depend on $p$.

```lean
/-- On a ring of `L = 4m+2 ≥ 6` sites, for odd `r ≤ L/2`, every real polynomial of degree below
`r` misses the occupation by at least `1/(L sin (πr/L))` at some nonzero eigenvalue of `H`. -/
theorem fermi_polynomial_error (L m r : ℕ) [NeZero L] (hL : L = 4 * m + 2) (hm : 1 ≤ m)
    (hr : Odd r) (hrL : 2 * r ≤ L) (p : Polynomial ℝ) (hp : p.natDegree < r) :
    ∃ e : ℝ, IsEnergy L e ∧ e ≠ 0 ∧
      1 / (L * Real.sin (π * r / L)) ≤ |p.eval e - occupation e| := by
  have hL' : (L : ℝ) ≠ 0 := by exact_mod_cast NeZero.ne L
  have hS := sin_distance_pos hr.pos (by omega : r < L)
  have hS' := hS.ne'
  -- the polynomial has no Fourier component at distance `r`
  have hp0 : ∑ k ∈ Finset.range L, p.eval (bandEnergy L ((k : ℤ) - m)) *
      Real.cos (r * momentum L ((k : ℤ) - m)) = 0 := by
    simp only [Polynomial.eval_eq_sum_range, Finset.sum_mul]
    rw [Finset.sum_comm]
    apply Finset.sum_eq_zero
    intro n hn
    rw [Finset.mem_range] at hn
    simp only [mul_assoc]
    rw [← Finset.mul_sum, energy_power_sum L m n r (by omega) (by omega), mul_zero]
  -- the occupation has one of known size
  have hT := congrArg abs (occupation_sum L m r hL)
  have hone : |Real.sin (π * r / 2)| = 1 := by
    obtain ⟨t, rfl⟩ := hr
    have h : π * ((2 * t + 1 : ℕ) : ℝ) / 2 = t * π + π / 2 := by push_cast; ring
    rw [h, Real.sin_add_pi_div_two, Real.cos_nat_mul_pi, abs_pow, abs_neg, abs_one, one_pow]
  rw [hone, abs_mul, abs_of_pos hS] at hT
  -- so the `L` errors together reach `L` times the bound
  have hsum : ∑ _k ∈ Finset.range L, 1 / (L * Real.sin (π * r / L))
      ≤ ∑ k ∈ Finset.range L, |(p.eval (bandEnergy L ((k : ℤ) - m)) -
        occupation (bandEnergy L ((k : ℤ) - m))) *
          Real.cos (r * momentum L ((k : ℤ) - m))| := by
    refine le_trans (le_of_eq ?_) (Finset.abs_sum_le_sum_abs _ _)
    simp only [sub_mul, Finset.sum_sub_distrib]
    rw [hp0, zero_sub, abs_neg, Finset.sum_const, Finset.card_range, nsmul_eq_mul,
      eq_div_of_mul_eq hS' ((mul_comm _ _).trans hT)]
    generalize Real.sin (π * r / L) = S at hS' ⊢
    field_simp
  obtain ⟨k, hk, h⟩ := Finset.exists_le_of_sum_le
    (Finset.nonempty_range_iff.2 (NeZero.ne L)) hsum
  rw [Finset.mem_range] at hk
  have hne : bandEnergy L ((k : ℤ) - m) ≠ 0 := by
    rcases Nat.lt_or_ge (2 * m) k with h | h
    · exact ((bandEnergy_sign L m k hL).2 h hk).ne'
    · exact ((bandEnergy_sign L m k hL).1 h).ne
  simp only [abs_mul] at h
  exact ⟨_, bandEnergy_isEnergy L (by omega) _, hne,
    h.trans (mul_le_of_le_one_right (abs_nonneg _) (Real.abs_cos_le_one _))⟩
```

## (h) A bound without the ring size

Under the same conditions, show that some nonzero eigenvalue $e$ satisfies
$$|p(e)-\theta(e)|\ge\frac1{\pi r}.$$

**Solution.** Since $\sin x\le x$ for $x\ge0$, $L\sin(\pi r/L)\le\pi r$. Take the eigenvalue from (g).

On this ring, then, an error below $1/(\pi r)$ at every eigenvalue requires degree at least $r$, for odd $r\le L/2$. Such a degree need not be sufficient. At fixed degree, the smallest attainable maximum error over the eigenvalues tends to $1/2$ as $L$ grows, because the levels on either side of the chemical potential approach each other while the occupation still jumps by one. The gap of the ring closes as $L$ grows; the bound says nothing about systems whose gap stays open, or about smooth finite-temperature occupations.

```lean
/-- On a ring of `L = 4m+2 ≥ 6` sites, for odd `r ≤ L/2`, every real polynomial of degree below
`r` has error at least `1/(πr)` at some nonzero eigenvalue of `H`. -/
theorem fermi_polynomial_error_uniform (L m r : ℕ) [NeZero L] (hL : L = 4 * m + 2)
    (hm : 1 ≤ m) (hr : Odd r) (hrL : 2 * r ≤ L) (p : Polynomial ℝ) (hp : p.natDegree < r) :
    ∃ e : ℝ, IsEnergy L e ∧ e ≠ 0 ∧ 1 / (π * r) ≤ |p.eval e - occupation e| := by
  obtain ⟨e, he, hne, hbound⟩ := fermi_polynomial_error L m r hL hm hr hrL p hp
  refine ⟨e, he, hne, le_trans ?_ hbound⟩
  have hL0 : (0 : ℝ) < L := by exact_mod_cast (by omega : 0 < L)
  apply one_div_le_one_div_of_le
    (mul_pos hL0 (sin_distance_pos hr.pos (by omega : r < L)))
  -- the sine lies below its argument
  have h := (le_div_iff₀ hL0).1 (Real.sin_le (by positivity : 0 ≤ π * r / L))
  linarith

end

end FermiOperatorRing
```

```lean
#print axioms FermiOperatorRing.fermi_polynomial_error_uniform
```

```
'FermiOperatorRing.fermi_polynomial_error_uniform' depends on axioms: [propext, Classical.choice, Quot.sound]
```

## The average error over the band

The inequality in (g) also yields a neighbouring result, derived here by hand only. Replacing each $|\cos(r\,q_{k-m})|$ by one and dividing by $L$ gives
$$\frac1L\sum_{k=0}^{L-1}|p(E_{k-m})-\theta(E_{k-m})|\ge\frac1{L\sin(\pi r/L)} .$$
The mean error over all $L$ momenta therefore obeys the same bound, so the error cannot be confined to a few levels near the chemical potential unless it is correspondingly large there.
